# In a finite-dimensional unitary representation, χ(g) = χ(1) exactly when g acts as the identity

A unitary $1\times 1$ matrix is a phase $e^{i\theta}$, and its squared distance from 1 is

$$|e^{i\theta}-1|^2 = (e^{-i\theta}-1)(e^{i\theta}-1) = 2-2\cos\theta .$$

The right side contains only the real part of the phase. If the phase has real part 1, the distance is zero and the phase is 1. For a unitary $n\times n$ matrix $U$ the same calculation works with the trace in place of the phase: the squared distance of $U$ from the identity is $2n-2\,\mathrm{Re}\,\mathrm{tr}\,U$, so trace $n$ forces $U=1$.

The physical question concerns character tables. A table lists the trace $\chi(g)$ of the matrix $D(g)$ that represents a symmetry operation $g$, but not the matrix. Which operations leave every state vector of an energy level unchanged, without even a change of phase? Two different matrices can share a trace, so one might expect to need the matrices themselves. For unitary matrices the traces suffice: the operations sought are those whose character equals that of the identity operation. In the representation $A_2$ of $C_{3v}$, for example, the threefold rotations have character 1, like the identity, and act trivially, while the reflections have character $-1$ and do not.

For a finite set of degenerate orbitals or many-electron states, on which the symmetry group acts by unitary matrices, the criterion thus reads off from the characters which operations act trivially.

## Matrices and their labels

The matrices have complex entries, with rows and columns labelled by a finite set. In the code the letter `n` stands for this set of labels. Its number of elements, `Fintype.card n`, is the dimension, written $n$ in the formulas here and in the comments of the code. The set may be empty, so dimension zero is included.

```lean
import Mathlib

open Matrix

namespace CharacterKernel

variable {n : Type*} [Fintype n]
```

## The trace of A†A as a sum of squares

Let $A$ be any $n\times n$ matrix and $A^\dagger$ its conjugate transpose, which the code writes `Aᴴ` and its comments write `A*`. The diagonal entry of $A^\dagger A$ at position $j$ is

$$(A^\dagger A)_{jj}=\sum_i \overline{A_{ij}}\,A_{ij}=\sum_i |A_{ij}|^2 ,$$

and summing over $j$ gives

$$\mathrm{tr}(A^\dagger A)=\sum_j\sum_i |A_{ij}|^2 .$$

This is the squared length of $A$, regarded as a list of its entries. It vanishes only if every entry does.

```lean
/-- The trace of `A* A` is the sum of the squared moduli of all entries of `A`. -/
theorem trace_conjTranspose_mul_self_eq_sum (A : Matrix n n ℂ) :
    (Aᴴ * A).trace = ((∑ j, ∑ i, ‖A i j‖ ^ 2 : ℝ) : ℂ) := by
  simp only [Matrix.trace, Matrix.diag_apply, Matrix.mul_apply, Matrix.conjTranspose_apply]
  push_cast
  refine Finset.sum_congr rfl fun j _ => Finset.sum_congr rfl fun i _ => ?_
  exact Complex.conj_mul' _
```

The left side of the Lean statement is a complex number and the right side is a real sum read as a complex number, so the theorem also records that the trace is real. The proof writes out the trace and the matrix product, compares the two double sums term by term with `Finset.sum_congr`, and closes each term with $\bar z z=|z|^2$, which is `Complex.conj_mul'`.

## The squared distance of a unitary matrix from the identity

Now let $U$ be unitary, so that $U^\dagger U=1$. Expanding the product gives

$$(U-1)^\dagger(U-1)=U^\dagger U-U^\dagger-U+1=1-U^\dagger-U+1 .$$

The trace of the identity is $n$, and the trace of $U^\dagger$ is the complex conjugate of $\mathrm{tr}\,U$. Hence

$$\mathrm{tr}\big((U-1)^\dagger(U-1)\big)=2n-\overline{\mathrm{tr}\,U}-\mathrm{tr}\,U=2n-2\,\mathrm{Re}\,\mathrm{tr}\,U .$$

For $n=1$ this is the formula $2-2\cos\theta$ from the beginning.

```lean
variable [DecidableEq n]

/-- For a unitary `n × n` matrix `U`, the squared distance from the identity is
`tr((U - 1)* (U - 1)) = 2n - 2 Re tr U`. -/
theorem trace_deviation {U : Matrix n n ℂ} (hU : U ∈ Matrix.unitaryGroup n ℂ) :
    ((U - 1)ᴴ * (U - 1)).trace = 2 * (Fintype.card n : ℂ) - 2 * (U.trace.re : ℂ) := by
  have h : Uᴴ * U = 1 := Matrix.mem_unitaryGroup_iff'.mp hU
  -- expand the product and use unitarity
  have e : (U - 1)ᴴ * (U - 1) = 1 - Uᴴ - U + 1 := by
    rw [Matrix.conjTranspose_sub, Matrix.conjTranspose_one, ← h]
    have e' : (Uᴴ - 1) * (U - 1) = Uᴴ * U - Uᴴ - U + 1 := by noncomm_ring
    rw [h] at e' ⊢
    exact e'
  have hc : U.trace + star U.trace = 2 * (U.trace.re : ℂ) := by
    have := Complex.add_conj U.trace
    push_cast at this
    exact this
  rw [e, Matrix.trace_add, Matrix.trace_sub, Matrix.trace_sub, Matrix.trace_one,
    Matrix.trace_conjTranspose]
  linear_combination -hc
```

The hypothesis `hU` says that $U$ belongs to the unitary group, and `h` extracts from it the equation $U^\dagger U=1$. The intermediate statement `e` is the expanded product. It is obtained with `noncomm_ring`, which multiplies out brackets without letting the factors commute. The statement `hc` is $z+\bar z=2\,\mathrm{Re}\,z$ for $z=\mathrm{tr}\,U$, and the last line combines it with the traces of the four terms.

## Trace n forces the identity

Suppose $\mathrm{tr}\,U=n$. Then $\mathrm{Re}\,\mathrm{tr}\,U=n$, and the two formulas above give

$$\sum_j\sum_i |(U-1)_{ij}|^2 = 2n-2n=0 .$$

A sum of non-negative numbers that equals zero has only zero terms. So $(U-1)_{ij}=0$ for all $i$ and $j$, which means $U=1$. Conversely, the identity has trace $n$.

```lean
/-- A unitary `n × n` matrix has trace `n` exactly when it is the identity. -/
theorem trace_eq_card_iff {U : Matrix n n ℂ} (hU : U ∈ Matrix.unitaryGroup n ℂ) :
    U.trace = (Fintype.card n : ℂ) ↔ U = 1 := by
  constructor
  · intro h
    have hd := trace_deviation hU
    have h0 : 2 * (Fintype.card n : ℂ) - 2 * (U.trace.re : ℂ) = 0 := by
      rw [h, Complex.natCast_re, Complex.ofReal_natCast, sub_self]
    rw [h0, trace_conjTranspose_mul_self_eq_sum] at hd
    have hs := Complex.ofReal_eq_zero.mp hd
    -- a vanishing sum of squares has vanishing terms
    have hz : ∀ i j, (U - 1) i j = 0 := by
      intro i j
      have h1 := (Finset.sum_eq_zero_iff_of_nonneg (by intros; positivity)).mp hs j
        (Finset.mem_univ j)
      have h2 := (Finset.sum_eq_zero_iff_of_nonneg (by intros; positivity)).mp h1 i
        (Finset.mem_univ i)
      exact norm_eq_zero.mp ((pow_eq_zero_iff two_ne_zero).mp h2)
    have hm : U - 1 = 0 := by
      ext i j
      exact hz i j
    exact sub_eq_zero.mp hm
  · intro h
    rw [h, Matrix.trace_one]
```

The theorem is an equivalence, and `constructor` separates its two directions. In the first, `h0` is the statement $2n-2\,\mathrm{Re}\,\mathrm{tr}\,U=0$, and `hs` is the vanishing double sum as an equation between real numbers. The lemma `Finset.sum_eq_zero_iff_of_nonneg` is then used twice, first for the outer sum over columns $j$ and then for the inner sum over rows $i$. This yields `hz`, the vanishing of each entry of $U-1$. The second direction is the trace of the identity.

## Trace of modulus n forces a phase

An overall phase does not change a quantum state, so it is also useful to recognise operations that multiply a whole level by one common phase. They are the ones with $|\mathrm{tr}\,U|=n$.

Suppose $|\mathrm{tr}\,U|=n$ with $n>0$, and put $c=\mathrm{tr}\,U/n$, the mean of the diagonal entries. Then $|c|=1$, so $\bar c c=1$. The matrix $V=\bar c\,U$ is again unitary, because

$$V^\dagger V=c\,\bar c\,U^\dagger U=1 ,$$

and its trace is

$$\mathrm{tr}\,V=\bar c\,\mathrm{tr}\,U=\bar c\,c\,n=n .$$

By the previous result $V=1$, and multiplying by $c$ gives $U=c\,1$. Conversely, if $U=c\,1$ with $|c|=1$, then $|\mathrm{tr}\,U|=|c|\,n=n$.

For $n=0$ the quotient that defines $c$ is of no use, but there is only one matrix, the empty one, and it equals any phase times the identity.

```lean
/-- The trace of a unitary `n × n` matrix has modulus `n` exactly when the matrix is a
phase factor times the identity. -/
theorem norm_trace_eq_card_iff {U : Matrix n n ℂ} (hU : U ∈ Matrix.unitaryGroup n ℂ) :
    ‖U.trace‖ = (Fintype.card n : ℝ) ↔
      ∃ c : ℂ, ‖c‖ = 1 ∧ U = c • (1 : Matrix n n ℂ) := by
  constructor
  · intro h
    rcases isEmpty_or_nonempty n with hn | hn
    · refine ⟨1, norm_one, ?_⟩
      ext i j
      exact isEmptyElim i
    · have hR : (Fintype.card n : ℝ) ≠ 0 := Nat.cast_ne_zero.mpr Fintype.card_ne_zero
      have hN : (Fintype.card n : ℂ) ≠ 0 := Nat.cast_ne_zero.mpr Fintype.card_ne_zero
      -- the phase is the mean of the diagonal entries
      obtain ⟨c, hcdef⟩ : ∃ c : ℂ, c = U.trace / (Fintype.card n : ℂ) := ⟨_, rfl⟩
      have hc : ‖c‖ = 1 := by
        rw [hcdef, norm_div, h, Complex.norm_natCast, div_self hR]
      have hcc : star c * c = 1 :=
        (Complex.conj_mul' c).trans (by rw [hc]; norm_num)
      have ht : U.trace = c * (Fintype.card n : ℂ) := by
        rw [hcdef, div_mul_cancel₀ _ hN]
      -- removing the phase leaves a unitary matrix of trace n
      have hV : star c • U ∈ Matrix.unitaryGroup n ℂ := by
        rw [Matrix.mem_unitaryGroup_iff', star_smul, star_star, smul_mul_smul_comm,
          mul_comm c (star c), hcc, Matrix.mem_unitaryGroup_iff'.mp hU, one_smul]
      have hV1 : star c • U = 1 := by
        apply (trace_eq_card_iff hV).mp
        rw [Matrix.trace_smul, smul_eq_mul, ht, ← mul_assoc, hcc, one_mul]
      refine ⟨c, hc, ?_⟩
      rw [← hV1, smul_smul, mul_comm c (star c), hcc, one_smul]
  · rintro ⟨c, hc, h⟩
    rw [h, Matrix.trace_smul, Matrix.trace_one, smul_eq_mul, norm_mul, hc, one_mul,
      Complex.norm_natCast]
```

The right side of the equivalence says that there is a complex number $c$ of modulus one with $U=c\,1$; the symbol `•` is multiplication of a matrix by a number. The proof first separates the empty label set, where it takes $c=1$, from the non-empty one. In the second case `hc` is $|c|=1$, `hV` is the unitarity of $\bar c\,U$, and `hV1` is the equation $\bar c\,U=1$, obtained by applying `trace_eq_card_iff` to the matrix without its phase.

## A shear with the trace of the identity

Consider the matrix

$$S=\begin{pmatrix}1&1\\0&1\end{pmatrix}.$$

Its trace is 2, the dimension, yet it is not the identity. It is invertible, and both its eigenvalues are 1. The squared distance of $S$ from the identity is 1, whereas $2n-2\,\mathrm{Re}\,\mathrm{tr}\,S=0$. The formula for the distance fails because $\mathrm{tr}(S^\dagger S)=3$, whereas a unitary $2\times 2$ matrix would give 2.

```lean
/-- The shear matrix with rows `(1, 1)` and `(0, 1)` has trace `2` but is not the identity. -/
theorem shear_trace_eq_two :
    (!![1, 1; 0, 1] : Matrix (Fin 2) (Fin 2) ℂ).trace = 2 ∧
      (!![1, 1; 0, 1] : Matrix (Fin 2) (Fin 2) ℂ) ≠ 1 := by
  constructor
  · norm_num [Matrix.trace_fin_two]
  · intro h
    have h01 := congrFun (congrFun h 0) 1
    simp at h01
```

The first part computes the trace, and the second compares the entries in row 0 and column 1, which are 1 for the shear and 0 for the identity.

The example shows that unitarity can't be weakened to invertibility, nor even to the requirement that all eigenvalues have modulus one. The same happens for representations: the matrices $S^k$ represent the additive group of integers $k$, and every one of them has trace 2, although only $k=0$ acts as the identity. This last observation is an informal addition to the checked statement about $S$ itself.

## Characters of a unitary representation

Let $G$ be a group. A unitary representation assigns to each $g$ a unitary matrix $D(g)$ such that $D(gh)=D(g)D(h)$, and its character is

$$\chi(g)=\mathrm{tr}\,D(g).$$

```lean
variable {G : Type*} [Group G]

/-- The character of a unitary matrix representation `D`: the trace of `D(g)`. -/
def character (D : G →* Matrix.unitaryGroup n ℂ) (g : G) : ℂ :=
  (D g : Matrix n n ℂ).trace
```

The type `G →* Matrix.unitaryGroup n ℂ` contains the maps from $G$ to the unitary matrices that respect multiplication. An element of the unitary group in Lean is a matrix together with a proof that it is unitary, and the expression `(D g : Matrix n n ℂ)` keeps only the matrix. The group may be finite or infinite, and the representation may be reducible. No continuity is required.

Two kinds of symmetry action fall outside this definition: antiunitary operations such as time reversal, and representations that respect multiplication only up to a phase. For half-integer spin one can take $G$ to be the double group, on which the action respects multiplication exactly.

The step from a real level to this model is the choice of basis. Symmetry operators that act unitarily on a level have unitary matrices in an orthonormal basis of it, but not necessarily in a basis that isn't orthonormal. The theorems start from the unitary matrices. For such a level the criterion can still be used in any basis, because a change of basis alters neither the trace of an operator nor whether the operator is the identity.

## Equal characters and trivial action

Since $D(1)=1$, the character of the identity operation, called $E$ in most character tables, is the dimension:

$$\chi(1)=\mathrm{tr}\,1=n .$$

The condition $\chi(g)=\chi(1)$ therefore says that the unitary matrix $D(g)$ has trace $n$, which holds exactly when $D(g)=1$.

```lean
/-- In a unitary representation, `χ(g) = χ(1)` exactly when `g` acts as the identity. -/
theorem character_eq_character_one_iff (D : G →* Matrix.unitaryGroup n ℂ) (g : G) :
    character D g = character D 1 ↔ D g = 1 := by
  have h1 : character D 1 = (Fintype.card n : ℂ) := by
    unfold character
    rw [map_one]
    exact Matrix.trace_one
  rw [h1]
  exact (trace_eq_card_iff (D g).2).trans
    ⟨fun h => Subtype.ext h, fun h => congrArg Subtype.val h⟩
```

Here `h1` is $\chi(1)=n$. The term `(D g).2` is the proof of unitarity carried by $D(g)$, and it supplies the hypothesis of `trace_eq_card_iff`. The remaining line passes between equality of matrices and equality of elements of the unitary group.

## Reading faithfulness from the characters

A representation is faithful if different group elements have different matrices. If $D(g)=D(h)$, then $D(gh^{-1})=1$. So $D$ is faithful exactly when $D(g)=1$ implies $g=1$. By the criterion just obtained, $D(g)=1$ may be replaced by $\chi(g)=\chi(1)$:

$$D\ \text{faithful}\iff\big(\chi(g)=\chi(1)\ \text{implies}\ g=1,\ \text{for all } g\in G\big).$$

In a character table of a finite group, this means that the value in the column of the identity occurs in no other column of the same row.

```lean
/-- A unitary representation is faithful exactly when the identity is the only group
element whose character equals `χ(1)`. -/
theorem faithful_iff_character (D : G →* Matrix.unitaryGroup n ℂ) :
    Function.Injective D ↔ ∀ g, character D g = character D 1 → g = 1 := by
  rw [injective_iff_map_eq_one]
  exact forall_congr' fun g => by rw [character_eq_character_one_iff]

end CharacterKernel
```

`Function.Injective D` is the Lean form of faithfulness. The lemma `injective_iff_map_eq_one` carries out the reduction to $D(g)=1$, and `forall_congr'` allows the character criterion to be applied to each $g$ separately.

```lean
#print axioms CharacterKernel.norm_trace_eq_card_iff
#print axioms CharacterKernel.shear_trace_eq_two
#print axioms CharacterKernel.character_eq_character_one_iff
#print axioms CharacterKernel.faithful_iff_character
```

```
'CharacterKernel.norm_trace_eq_card_iff' depends on axioms: [propext, Classical.choice, Quot.sound]
'CharacterKernel.shear_trace_eq_two' depends on axioms: [propext, Classical.choice, Quot.sound]
'CharacterKernel.character_eq_character_one_iff' depends on axioms: [propext, Classical.choice, Quot.sound]
'CharacterKernel.faithful_iff_character' depends on axioms: [propext, Classical.choice, Quot.sound]
```
